# Equal-weight variance of $M_L$ in an $l^n$ configuration from a subset second moment

## How wide is the $M_L$ distribution of an open shell?

When I estimate the spread of the total magnetic quantum number $M_L$ for $n$ electrons in a shell of orbital angular momentum $l$ by treating the electrons as independent, I get $n\,l(l+1)/3$, and this is wrong. For $p^2$ it gives $4/3$, while listing the 15 microstates gives $16/15$. For $p^6$ it gives 4, although a closed shell has a single microstate with $M_L=0$. I believe the fix is a counting identity: if $N\ge 2$ spin orbitals carry real numbers $a_i$ with $\sum_i a_i=0$, then for $n\ge 1$ the squared totals of $a_i$ over all $n$-element subsets add up to $\binom{N-2}{n-1}\sum_i a_i^2$. Can this be derived rigorously, and machine-checked, down to the variance of $M_L$?

## Counting subsets with one or two orbitals fixed

The identity holds as you state it. The independent estimate lets several electrons share a spin orbital, which the exclusion principle forbids. Sums restricted to $n$ distinct spin orbitals can be counted exactly.

Let $s$ be the set of $N$ spin orbitals. A microstate is an $n$-element subset $S\subseteq s$, the occupation number $n_i(S)$ is 1 if $i\in S$ and 0 otherwise, and the total of a one-electron quantity $a$ is $A(S)=\sum_{i\in S}a_i=\sum_{i\in s}n_i(S)\,a_i$. The symbol $\sum_S$ runs over all $\binom Nn$ microstates.

The factor $1-n_i$ keeps exactly the microstates with $i$ empty, which are the $n$-element subsets of $s\setminus\{i\}$. For any function $f$,
$$\sum_S(1-n_i)f(S)=\sum_{S\subseteq s\setminus\{i\},\,|S|=n}f(S).$$
With $f=1$ and Pascal's rule,
$$\sum_S n_i=\binom Nn-\binom{N-1}{n}=\binom{N-1}{n-1}.$$
For $i\ne j$, take $f=n_i$ and remove $j$. The previous count applied to $N-1$ orbitals gives $\sum_S(1-n_j)n_i=\binom{N-2}{n-1}$, hence
$$\sum_S n_in_j=\binom{N-1}{n-1}-\binom{N-2}{n-1}=:D .$$
On the diagonal $n_i^2=n_i$, so $\sum_S n_i^2=D+\binom{N-2}{n-1}$. Expanding the totals gives the first moment $\sum_S A=\binom{N-1}{n-1}\sum_i a_i$. For a second quantity $b$ with total $B$, and with $\delta_{ij}$ the Kronecker symbol,
$$\sum_S AB=\sum_{i,j}a_ib_j\Big[D+\delta_{ij}\binom{N-2}{n-1}\Big]=\binom{N-2}{n-1}\sum_i a_ib_i+D\sum_i a_i\sum_j b_j .$$
Setting $b=a$ and $\sum_i a_i=0$ removes the last term and leaves your identity.

The mean of $A$ then vanishes, and for $1\le n\le N$ the variance is the sum of squares divided by $\binom Nn$. From $n\binom Nn=N\binom{N-1}{n-1}$ and $(N-1)\binom{N-2}{n-1}=(N-n)\binom{N-1}{n-1}$,
$$\operatorname{Var}A=\frac{n(N-n)}{N(N-1)}\sum_i a_i^2 .$$
For $n=0$ the only microstate is empty and both sides are zero.

In the $l$ shell, label the spin orbitals by $p=0,\dots,2l$ and a spin, with $m_l=p-l$, so $N=4l+2$. For a count $K$ and a real shift $c$,
$$\sum_{p=0}^{K-1}(p-c)=\tfrac{K(K-1)}2-Kc,\qquad \sum_{p=0}^{K-1}(p-c)^2=\tfrac{(K-1)K(2K-1)}6-cK(K-1)+Kc^2 .$$
At $K=2l+1$, $c=l$ these are $0$ and $l(l+1)(2l+1)/3$, and the two spins double them. Therefore
$$\operatorname{Var}M_L=\frac{n(4l+2-n)}{(4l+2)(4l+1)}\cdot\frac{2l(l+1)(2l+1)}3=\frac{n(4l+2-n)\,l(l+1)}{3(4l+1)} .$$
This is your independent estimate multiplied by $(N-n)/(N-1)$. For a single $l^n$ configuration with all determinants weighted equally, it gives a closed-form check on a tabulated $M_L$ distribution.

### Spin orbitals, microstates and moments in Lean

The set $s$ is a `Finset ι` over an arbitrary label type, `microstates s n` is `s.powersetCard n`, and `occ S i` and `total a S` are $n_i(S)$ and $A(S)$. Exclusion enters through the model itself, since a subset contains each orbital at most once. `mean` divides the sum over microstates by their number, and `variance` is the mean of the squared deviation from `mean`.

The main theorem `sum_total_sq` assumes `s.card = M + 2` and uses `k + 1` electrons, so $M=N-2$ and $k=n-1$. This builds in $N\ge2$ and $n\ge1$ and makes `M.choose k` the coefficient $\binom{N-2}{n-1}$; this $M$ is unrelated to $M_L$. The hypothesis `h0` says that $a$ is centred on the set of orbitals, as for a projection quantum number whose values come in pairs of opposite sign. It is assumed in `sum_total_sq` and `variance_total` and proved for the shell in `shell_moments`. No upper bound on $n$ is needed in `sum_total_sq`, because both sides vanish for $n\ge N$. `variance_total` does require `n ≤ M + 2`: beyond that there are no microstates, Lean's division by zero makes the variance 0, and the formula is in general nonzero.

`shell l` is the set of pairs $(p,\text{spin})$ with spin a `Bool`, `mL l` is $p-l$ in units of $\hbar$, and `variance_ML` is the last formula above for $0\le n\le 4l+2$. The file contains no operators or wavefunctions. That a subset stands for a Slater determinant with $L_z$ eigenvalue `total (mL l) S` is the interpretation of the model, and energies, term labels, thermal weights and mixing between configurations play no part.

```lean
import Mathlib

open Finset

namespace MicrostateMoments

noncomputable section

variable {ι : Type*} [DecidableEq ι]

/-- The microstates of `n` electrons in the set `s` of spin orbitals: the `n`-element
subsets of `s`. -/
def microstates (s : Finset ι) (n : ℕ) : Finset (Finset ι) := s.powersetCard n

/-- Occupation number (1 or 0) of spin orbital `i` in the microstate `S`. -/
def occ (S : Finset ι) (i : ι) : ℝ := if i ∈ S then 1 else 0

/-- Total of the one-electron quantity `a` over the occupied spin orbitals of `S`. -/
def total (a : ι → ℝ) (S : Finset ι) : ℝ := ∑ i ∈ S, a i

/-- Equal-weight average of `f` over the `n`-electron microstates. -/
def mean (s : Finset ι) (n : ℕ) (f : Finset ι → ℝ) : ℝ :=
  (∑ S ∈ microstates s n, f S) / (microstates s n).card

/-- Equal-weight variance of `f` over the `n`-electron microstates. -/
def variance (s : Finset ι) (n : ℕ) (f : Finset ι → ℝ) : ℝ :=
  mean s n fun S => (f S - mean s n f) ^ 2

/-- The total of `a` in a microstate is the sum of `a i` weighted by occupation numbers. -/
theorem total_eq {s S : Finset ι} (a : ι → ℝ) (hS : S ⊆ s) :
    total a S = ∑ i ∈ s, occ S i * a i := by
  simp only [total, occ, ite_mul, one_mul, zero_mul]
  rw [sum_ite_mem, inter_eq_right.mpr hS]

/-- Weighting a microstate sum by the hole number `1 - n_i` gives the sum over the
microstates built without spin orbital `i`. -/
theorem sum_hole (s : Finset ι) (n : ℕ) (i : ι) (f : Finset ι → ℝ) :
    ∑ S ∈ microstates s n, (1 - occ S i) * f S = ∑ S ∈ microstates (s.erase i) n, f S := by
  have h : microstates (s.erase i) n = (microstates s n).filter (fun S => i ∉ S) := by
    ext S
    simp only [microstates, mem_powersetCard, mem_filter, subset_erase]
    tauto
  rw [h, sum_filter]
  refine sum_congr rfl fun S _ => ?_
  by_cases hi : i ∈ S <;> simp [occ, hi]

/-- With `M + 1` spin orbitals and `k + 1` electrons, the occupation number of a given spin
orbital summed over all microstates is `C(M, k)`. -/
theorem sum_occ {s : Finset ι} {M : ℕ} (hN : s.card = M + 1) (k : ℕ) {i : ι} (hi : i ∈ s) :
    ∑ S ∈ microstates s (k + 1), occ S i = (M.choose k : ℝ) := by
  have h : ∑ S ∈ microstates s (k + 1), (1 - occ S i) * 1
      = ∑ S ∈ microstates (s.erase i) (k + 1), (1 : ℝ) := sum_hole s (k + 1) i fun _ => 1
  simp only [mul_one, sum_sub_distrib, sum_const, microstates, card_powersetCard,
    card_erase_of_mem hi, hN, nsmul_eq_mul, Nat.add_sub_cancel] at h
  -- Pascal's rule: all microstates minus those with `i` empty
  have hp : (((M + 1).choose (k + 1) : ℕ) : ℝ) = M.choose k + M.choose (k + 1) := by
    exact_mod_cast Nat.choose_succ_succ' M k
  unfold microstates
  linarith

/-- With `M + 2` spin orbitals and `k + 1` electrons, the product of the occupation numbers
of two distinct spin orbitals sums to `C(M + 1, k) - C(M, k)`. -/
theorem sum_occ_occ {s : Finset ι} {M : ℕ} (hN : s.card = M + 2) (k : ℕ) {i j : ι}
    (hi : i ∈ s) (hj : j ∈ s) (hij : i ≠ j) :
    ∑ S ∈ microstates s (k + 1), occ S i * occ S j
      = ((M + 1).choose k : ℝ) - M.choose k := by
  have h : ∑ S ∈ microstates s (k + 1), (1 - occ S j) * occ S i
      = ∑ S ∈ microstates (s.erase j) (k + 1), occ S i :=
    sum_hole s (k + 1) j fun S => occ S i
  have h1 := sum_occ (M := M + 1) hN k hi
  have hc : (s.erase j).card = M + 1 := by
    rw [card_erase_of_mem hj]
    omega
  -- `i` occupied and `j` empty
  have h2 := sum_occ hc k (mem_erase.2 ⟨hij, hi⟩)
  have h3 : ∑ S ∈ microstates s (k + 1), (1 - occ S j) * occ S i
      = ∑ S ∈ microstates s (k + 1), occ S i
        - ∑ S ∈ microstates s (k + 1), occ S i * occ S j := by
    rw [← sum_sub_distrib]
    exact sum_congr rfl fun S _ => by ring
  linarith

/-- First moment: with `M + 1` spin orbitals and `k + 1` electrons, the totals of `a` add up
to `C(M, k)` times the sum of `a` over all spin orbitals. -/
theorem sum_total {s : Finset ι} {M : ℕ} (hN : s.card = M + 1) (k : ℕ) (a : ι → ℝ) :
    ∑ S ∈ microstates s (k + 1), total a S = (M.choose k : ℝ) * ∑ i ∈ s, a i := by
  calc ∑ S ∈ microstates s (k + 1), total a S
      = ∑ S ∈ microstates s (k + 1), ∑ i ∈ s, occ S i * a i :=
        sum_congr rfl fun S hS => total_eq a (mem_powersetCard.1 hS).1
    _ = (M.choose k : ℝ) * ∑ i ∈ s, a i := by
        rw [sum_comm, mul_sum]
        refine sum_congr rfl fun i hi => ?_
        rw [← sum_mul, sum_occ hN k hi]

/-- Mixed second moment of the totals of two arbitrary one-electron quantities, for `M + 2`
spin orbitals and `k + 1` electrons. -/
theorem sum_total_mul_total {s : Finset ι} {M : ℕ} (hN : s.card = M + 2) (k : ℕ)
    (a b : ι → ℝ) :
    ∑ S ∈ microstates s (k + 1), total a S * total b S
      = (M.choose k : ℝ) * ∑ i ∈ s, a i * b i
        + (((M + 1).choose k : ℝ) - M.choose k) * ((∑ i ∈ s, a i) * ∑ j ∈ s, b j) := by
  calc ∑ S ∈ microstates s (k + 1), total a S * total b S
      = ∑ S ∈ microstates s (k + 1), ∑ i ∈ s, ∑ j ∈ s, a i * b j * (occ S i * occ S j) := by
        refine sum_congr rfl fun S hS => ?_
        have hS' : S ⊆ s := (mem_powersetCard.1 hS).1
        rw [total_eq a hS', total_eq b hS', sum_mul_sum]
        exact sum_congr rfl fun i _ => sum_congr rfl fun j _ => by ring
    _ = ∑ i ∈ s, ∑ j ∈ s, a i * b j * ∑ S ∈ microstates s (k + 1), occ S i * occ S j := by
        rw [sum_comm]
        refine sum_congr rfl fun i _ => ?_
        rw [sum_comm]
        refine sum_congr rfl fun j _ => ?_
        rw [mul_sum]
    _ = ∑ i ∈ s, ∑ j ∈ s, (a i * b j * (((M + 1).choose k : ℝ) - M.choose k)
          + if i = j then a i * b j * (M.choose k : ℝ) else 0) := by
        refine sum_congr rfl fun i hi => sum_congr rfl fun j hj => ?_
        by_cases hij : i = j
        · -- diagonal terms: n_i * n_i = n_i
          subst hij
          have hsq : ∀ S : Finset ι, occ S i * occ S i = occ S i := fun S => by
            by_cases h : i ∈ S <;> simp [occ, h]
          simp only [hsq]
          rw [sum_occ (M := M + 1) hN k hi]
          simp only [if_true]
          ring
        · rw [sum_occ_occ hN k hi hj hij, if_neg hij, add_zero]
    _ = ∑ i ∈ s, ((M.choose k : ℝ) * (a i * b i)
          + (((M + 1).choose k : ℝ) - M.choose k) * (a i * ∑ j ∈ s, b j)) := by
        refine sum_congr rfl fun i hi => ?_
        rw [sum_add_distrib, sum_ite_eq, if_pos hi, ← sum_mul, ← mul_sum]
        ring
    _ = _ := by simp only [sum_add_distrib, ← mul_sum, ← sum_mul]

/-- For `N = M + 2` spin orbitals, `n = k + 1` electrons and `a` summing to zero, the squared
totals add up to `C(N - 2, n - 1)` times the sum of `a i ^ 2`. -/
theorem sum_total_sq {s : Finset ι} {M : ℕ} (hN : s.card = M + 2) (k : ℕ) (a : ι → ℝ)
    (h0 : ∑ i ∈ s, a i = 0) :
    ∑ S ∈ microstates s (k + 1), total a S ^ 2 = (M.choose k : ℝ) * ∑ i ∈ s, a i ^ 2 := by
  simp only [sq]
  rw [sum_total_mul_total hN k a a, h0]
  ring

/-- For `N = M + 2` spin orbitals, `n ≤ N` electrons and `a` summing to zero, the variance of
the total is `n (N - n) / (N (N - 1))` times the sum of `a i ^ 2`. -/
theorem variance_total {s : Finset ι} {M n : ℕ} (hN : s.card = M + 2) (hn : n ≤ M + 2)
    (a : ι → ℝ) (h0 : ∑ i ∈ s, a i = 0) :
    variance s n (total a)
      = (n : ℝ) * (M + 2 - n) / ((M + 2) * (M + 1)) * ∑ i ∈ s, a i ^ 2 := by
  rcases n with _ | k
  · simp [variance, mean, microstates, total]
  have hk : k ≤ M + 1 := by omega
  have hm : mean s (k + 1) (total a) = 0 := by
    rw [mean, sum_total (M := M + 1) hN, h0]
    simp
  have hA : (((M + 2).choose (k + 1) : ℕ) : ℝ) ≠ 0 := by
    exact_mod_cast (Nat.choose_pos hn).ne'
  -- ratio of C(N - 2, n - 1) to C(N, n), through C(N - 1, n - 1)
  have e1 : (M + 2).choose (k + 1) * (k + 1) = (M + 1).choose k * (M + 2) :=
    (Nat.choose_succ_right_eq (M + 2) k).trans (Nat.choose_mul_succ_eq (M + 1) k).symm
  have r1 : (((M + 2).choose (k + 1) : ℕ) : ℝ) * (k + 1) = (M + 1).choose k * (M + 2) := by
    exact_mod_cast e1
  have r2 : (M.choose k : ℝ) * (M + 1) = (M + 1).choose k * (M + 1 - k) := by
    have h := congrArg (Nat.cast : ℕ → ℝ) (Nat.choose_mul_succ_eq M k)
    rw [Nat.cast_mul, Nat.cast_mul, Nat.cast_sub hk] at h
    push_cast at h
    linarith
  rw [variance, hm, mean]
  simp only [sub_zero]
  rw [sum_total_sq hN k a h0, microstates, card_powersetCard, hN, div_mul_eq_mul_div,
    div_eq_div_iff hA (by positivity)]
  push_cast
  linear_combination (∑ i ∈ s, a i ^ 2) * (M + 2) * r2
    - (∑ i ∈ s, a i ^ 2) * (M + 1 - k) * r1

/-- The spin orbitals of an `l` shell: a label `p = 0, …, 2l` and a two-valued spin. -/
def shell (l : ℕ) : Finset (ℕ × Bool) := range (2 * l + 1) ×ˢ univ

/-- The magnetic quantum number `m_l = p - l` of a spin orbital of the `l` shell. -/
def mL (l : ℕ) (x : ℕ × Bool) : ℝ := (x.1 : ℝ) - l

/-- An `l` shell has `4l + 2` spin orbitals, their `m_l` sum to zero, and their `m_l ^ 2`
sum to `2l(l + 1)(2l + 1) / 3`. -/
theorem shell_moments (l : ℕ) :
    (shell l).card = 4 * l + 2 ∧ ∑ x ∈ shell l, mL l x = 0 ∧
      ∑ x ∈ shell l, mL l x ^ 2 = 2 * (l : ℝ) * (l + 1) * (2 * l + 1) / 3 := by
  have h1 : ∀ (K : ℕ) (c : ℝ), ∑ p ∈ range K, ((p : ℝ) - c) = K * (K - 1) / 2 - K * c := by
    intro K c
    induction K with
    | zero => simp
    | succ K ih => rw [sum_range_succ, ih]; push_cast; ring
  have h2 : ∀ (K : ℕ) (c : ℝ), ∑ p ∈ range K, ((p : ℝ) - c) ^ 2
      = (K - 1) * K * (2 * K - 1) / 6 - c * K * (K - 1) + K * c ^ 2 := by
    intro K c
    induction K with
    | zero => simp
    | succ K ih => rw [sum_range_succ, ih]; push_cast; ring
  refine ⟨?_, ?_, ?_⟩
  · rw [shell, card_product, card_range, card_univ, Fintype.card_bool]
    ring
  · rw [shell, sum_product]
    simp only [mL, Fintype.sum_bool, sum_add_distrib, h1]
    push_cast
    ring
  · rw [shell, sum_product]
    simp only [mL, Fintype.sum_bool, sum_add_distrib, h2]
    push_cast
    ring

/-- Over the microstates of `n ≤ 4l + 2` electrons in an `l` shell, the variance of `M_L` is
`n (4l + 2 - n) l (l + 1) / (3 (4l + 1))`. -/
theorem variance_ML (l n : ℕ) (hn : n ≤ 4 * l + 2) :
    variance (shell l) n (total (mL l))
      = (n : ℝ) * (4 * l + 2 - n) * l * (l + 1) / (3 * (4 * l + 1)) := by
  obtain ⟨hc, h1, h2⟩ := shell_moments l
  rw [variance_total hc hn _ h1, h2, div_mul_div_comm,
    div_eq_div_iff (by positivity) (by positivity)]
  push_cast
  ring

end

end MicrostateMoments
```

```lean
#print axioms MicrostateMoments.variance_ML
```

```
'MicrostateMoments.variance_ML' depends on axioms: [propext, Classical.choice, Quot.sound]
```

### From the hole identity to the shell formula

`total_eq` rewrites a total as $\sum_{i\in s}n_ia_i$ for $S\subseteq s$. `sum_hole` is the first displayed equation: it shows that the microstates of `s.erase i` are those of `s` filtered by `i ∉ S`, then compares terms in the cases $i$ occupied and $i$ empty.

`sum_occ` is stated for `M + 1` orbitals so that it serves two sizes. It takes $f=1$, counts both sides with `card_powersetCard`, and combines the result with Pascal's rule `hp`. `sum_occ_occ` calls it for all $N$ orbitals (`h1`) and for the $N-1$ orbitals left after erasing $j$ (`h2`), and subtracts. The pair count stays in the difference form $D$, which needs no index $n-2$ and so covers $n=1$, where $D=0$. `sum_total` swaps the order of summation and inserts `sum_occ`.

The chain in `sum_total_mul_total` follows the displayed calculation of $\sum_S AB$. It expands the product of totals into a double sum, moves $\sum_S$ inside, and replaces the inner sum by $D$ plus an `if i = j` term that plays the role of $\delta_{ij}$, with `hsq` supplying $n_i^2=n_i$. Then `sum_ite_eq` collapses the diagonal and the constants are factored out. `sum_total_sq` is the case $b=a$ with `h0` substituted.

`variance_total` treats $n=0$ separately. Otherwise `hm` shows that the mean vanishes, `hA` that $\binom Nn\neq0$, and `r1`, `r2` are the two binomial identities cast to the reals. After cross-multiplying, the goal is $N$ times `r2` minus $N-n$ times `r1`, both multiplied by $\sum_i a_i^2$, which is the `linear_combination` line. `shell_moments` proves the two power sums by induction on $K$ with $c$ held fixed, and `variance_ML` substitutes them and clears denominators.

### Two orbitals, one electron, and the ends of the shell

The cases here are substitutions into the theorems and have no statements of their own in the file. The smallest size is $N=2$, $n=1$, with values $x$ and $-x$: the two microstates give $2x^2=\binom00\cdot 2x^2$ and variance $x^2$. For $l=0$ every $m_l$ is zero and the variance vanishes for $n=0,1,2$. One electron gives $l(l+1)/3$, in agreement with the independent estimate, and the closed shell $n=4l+2$ gives zero. For $p^2$ the formula returns $2\cdot4\cdot2/15=16/15$, your enumerated value.
